# Three-pole Casimir-Polder integrals and the C6 and C9 coefficients of single-pole atoms

Atomic units are used. An atom is described by its static polarisability $\alpha$ and one excitation frequency $w>0$, with the dynamic response

$$\alpha(z)=\frac{\alpha w^2}{w^2-z^2}.$$

This is `polarizability`, a complex function of a complex frequency. On the imaginary axis, $z=iu$, the response is real and is written separately as `polIm`:

$$\alpha(iu)=\frac{\alpha w^2}{w^2+u^2}.$$

The dispersion coefficients are defined by the Casimir-Polder integrals

$$C_6=\frac3\pi\int_0^\infty f(u)\,g(u)\,du,\qquad C_9=\frac3\pi\int_0^\infty f(u)\,g(u)\,h(u)\,du,$$

where $f,g,h$ are the responses of the atoms at imaginary frequency. $C_6$ multiplies $-1/R^6$ in the pair energy, and $C_9$ sets the strength of the triple-dipole energy. Both integrals are taken as definitions and are not derived from perturbation theory. They belong to isotropic atoms far enough apart for the overlap of their charge clouds to be negligible, yet close enough for retardation to be negligible too.

In the code, `Ioi 0` is the half line $(0,\infty)$ and `IntegrableOn` says that the integral converges absolutely. Lean assigns the value 0 to an integral that does not, so the theorems in (b) and (e) to (g) state convergence alongside the value. The integrands in (h) to (j) are constant multiples of those in (f) and (g), so they converge too.

```lean
import Mathlib

open MeasureTheory Set Filter Topology
open scoped Real

namespace CasimirPolder

noncomputable section

/-- Dynamic polarisability of a single-pole atom with static polarisability `α` and
excitation frequency `w`, at complex frequency `z`. -/
def polarizability (α w : ℝ) (z : ℂ) : ℂ := α * w ^ 2 / (w ^ 2 - z ^ 2)

/-- The single-pole polarisability as a real function of the imaginary frequency `iu`. -/
def polIm (α w u : ℝ) : ℝ := α * w ^ 2 / (w ^ 2 + u ^ 2)

/-- Casimir-Polder integral for the pair dispersion coefficient of two atoms with responses
`f` and `g` at imaginary frequency. -/
def C6 (f g : ℝ → ℝ) : ℝ := 3 / π * ∫ u in Ioi (0 : ℝ), f u * g u

/-- Casimir-Polder integral for the triple-dipole coefficient of three atoms with responses
`f`, `g` and `h` at imaginary frequency. -/
def C9 (f g h : ℝ → ℝ) : ℝ := 3 / π * ∫ u in Ioi (0 : ℝ), f u * g u * h u
```

## (a) The response at imaginary frequency

Show that the complex response at $z=iu$ is the real function above.

Since $(iu)^2=-u^2$, the denominator $w^2-z^2$ becomes $w^2+u^2$. In the proof, `Complex.I_sq` supplies $i^2=-1$.

```lean
/-- At the imaginary frequency `iu` the single-pole polarisability is real and equals
`α w² / (w² + u²)`. -/
theorem polarizability_imaginary (α w u : ℝ) :
    polarizability α w (Complex.I * u) = (polIm α w u : ℂ) := by
  simp only [polarizability, polIm]
  push_cast
  rw [mul_pow, Complex.I_sq]
  ring
```

## (b) Integrating a non-negative derivative

Let $g$ have derivative $g'\ge0$ everywhere and let $g(u)\to l$ as $u\to\infty$. Show that $g'$ is integrable on $(0,\infty)$ and find its integral.

On a finite interval, $\int_0^R g'\,du=g(R)-g(0)$. As $R$ grows, the left side increases and the right side tends to $l-g(0)$. Because $g'\ge0$, this bounded growth gives convergence as well as the value. Mathlib has one theorem for each half of the statement.

```lean
/-- If `g` has derivative `g' ≥ 0` on the whole real line and tends to `l` at infinity, then `g'` is
integrable on `(0, ∞)` and its integral there is `l - g 0`. -/
theorem integral_of_primitive {g g' : ℝ → ℝ} {l : ℝ} (hd : ∀ u, HasDerivAt g (g' u) u)
    (hp : ∀ u, 0 ≤ g' u) (hl : Tendsto g atTop (𝓝 l)) :
    IntegrableOn g' (Ioi 0) ∧ ∫ u in Ioi (0 : ℝ), g' u = l - g 0 :=
  ⟨integrableOn_Ioi_deriv_of_nonneg' (fun x _ => hd x) (fun x _ => hp x) hl,
    integral_Ioi_of_hasDerivAt_of_nonneg' (fun x _ => hd x) (fun x _ => hp x) hl⟩
```

## (c) The arctangent

For $a>0$, find the derivative of $\arctan(u/a)$ and its limit at infinity.

The chain rule gives

$$\frac{1/a}{1+u^2/a^2}=\frac{a}{a^2+u^2},$$

and the limit is $\pi/2$, since $u/a\to\infty$.

```lean
/-- For `a > 0` the function `arctan (u/a)` has derivative `a/(a² + u²)` and tends to `π/2`. -/
theorem arctan_primitive {a : ℝ} (ha : 0 < a) :
    (∀ u, HasDerivAt (fun x : ℝ => Real.arctan (x / a)) (a / (a ^ 2 + u ^ 2)) u) ∧
      Tendsto (fun x : ℝ => Real.arctan (x / a)) atTop (𝓝 (π / 2)) := by
  constructor
  · intro u
    have h : HasDerivAt (fun x : ℝ => x / a) (1 / a) u := (hasDerivAt_id u).div_const a
    have hS : a ^ 2 + u ^ 2 ≠ 0 := by positivity
    refine h.arctan.congr_deriv ?_
    have e : 1 + (u / a) ^ 2 = (a ^ 2 + u ^ 2) / a ^ 2 := by field_simp
    rw [e]
    field_simp
  · exact (Real.tendsto_arctan_atTop.mono_right nhdsWithin_le_nhds).comp
      (tendsto_id.atTop_div_const ha)
```

## (d) A rational companion

Do the same for $u/(a^2+u^2)$.

By the quotient rule the derivative is

$$\frac{(a^2+u^2)-2u^2}{(a^2+u^2)^2}=\frac{a^2-u^2}{(a^2+u^2)^2}.$$

For $u>0$ the function lies between $0$ and $1/u$, so it tends to zero. The proof uses the same squeeze.

```lean
/-- For `a > 0` the function `u/(a² + u²)` has derivative `(a² - u²)/(a² + u²)²` and tends to zero.
-/
theorem rational_primitive {a : ℝ} (ha : 0 < a) :
    (∀ u, HasDerivAt (fun x : ℝ => x / (a ^ 2 + x ^ 2))
      ((a ^ 2 - u ^ 2) / (a ^ 2 + u ^ 2) ^ 2) u) ∧
      Tendsto (fun x : ℝ => x / (a ^ 2 + x ^ 2)) atTop (𝓝 0) := by
  constructor
  · intro u
    have hS : a ^ 2 + u ^ 2 ≠ 0 := by positivity
    have h1 : HasDerivAt (fun x : ℝ => a ^ 2 + x ^ 2) (2 * u) u :=
      ((hasDerivAt_pow 2 u).const_add (a ^ 2)).congr_deriv (by norm_num)
    refine ((hasDerivAt_id' u).fun_div h1 hS).congr_deriv ?_
    congr 1
    ring
  · refine squeeze_zero' ?_ ?_ tendsto_inv_atTop_zero
    · filter_upwards [eventually_gt_atTop (0 : ℝ)] with u hu
      positivity
    · filter_upwards [eventually_gt_atTop (0 : ℝ)] with u hu
      rw [inv_eq_one_div, div_le_div_iff₀ (by positivity) hu]
      nlinarith [sq_nonneg a]
```

## (e) One pole

Evaluate $\int_0^\infty du/(a^2+u^2)$.

By (c), $\frac1a\arctan(u/a)$ is a primitive. It vanishes at $0$ and tends to $\pi/(2a)$, which by (b) is the integral.

```lean
/-- For `a > 0` the one-pole integral over imaginary frequency converges and equals `π/(2a)`. -/
theorem one_pole {a : ℝ} (ha : 0 < a) :
    IntegrableOn (fun u : ℝ => 1 / (a ^ 2 + u ^ 2)) (Ioi 0) ∧
      ∫ u in Ioi (0 : ℝ), 1 / (a ^ 2 + u ^ 2) = π / (2 * a) := by
  obtain ⟨hA, lA⟩ := arctan_primitive ha
  have hd : ∀ u : ℝ, HasDerivAt (fun x : ℝ => 1 / a * Real.arctan (x / a))
      (1 / (a ^ 2 + u ^ 2)) u := fun u =>
    ((hA u).const_mul (1 / a)).congr_deriv (by field_simp)
  have hp : ∀ u : ℝ, 0 ≤ 1 / (a ^ 2 + u ^ 2) := fun u => by positivity
  obtain ⟨hi, hv⟩ := integral_of_primitive hd hp (lA.const_mul (1 / a))
  refine ⟨hi, hv.trans ?_⟩
  simp only [zero_div, Real.arctan_zero, mul_zero, sub_zero]
  field_simp
```

## (f) Two poles, equal or distinct

Show that for $a,b>0$

$$\int_0^\infty\frac{du}{(a^2+u^2)(b^2+u^2)}=\frac{\pi}{2ab(a+b)}.$$

If $a\ne b$, partial fractions give

$$\frac{1}{(a^2+u^2)(b^2+u^2)}=\frac{1}{b^2-a^2}\left(\frac1{a^2+u^2}-\frac1{b^2+u^2}\right).$$

By (e) the integral is

$$\frac{\pi}{2(b^2-a^2)}\cdot\frac{b-a}{ab}=\frac{\pi}{2ab(a+b)}.$$

If $a=b$, the partial fractions break down, and the primitive

$$\frac{u}{2a^2(a^2+u^2)}+\frac{1}{2a^3}\arctan\frac ua$$

takes over. By (c) and (d) its derivative is

$$\frac{(a^2-u^2)+(a^2+u^2)}{2a^2(a^2+u^2)^2}=\frac1{(a^2+u^2)^2}.$$

Its limit $\pi/(4a^3)$ agrees with the formula at $b=a$. The proof makes the same case split; `field_simp` and `ring` do the algebra.

```lean
/-- For positive frequencies, equal or distinct, the two-pole integral converges and equals
`π/(2ab(a+b))`. -/
theorem two_pole {a b : ℝ} (ha : 0 < a) (hb : 0 < b) :
    IntegrableOn (fun u : ℝ => 1 / ((a ^ 2 + u ^ 2) * (b ^ 2 + u ^ 2))) (Ioi 0) ∧
      ∫ u in Ioi (0 : ℝ), 1 / ((a ^ 2 + u ^ 2) * (b ^ 2 + u ^ 2)) =
        π / (2 * a * b * (a + b)) := by
  rcases eq_or_ne a b with rfl | hne
  · -- equal frequencies: explicit primitive
    obtain ⟨hA, lA⟩ := arctan_primitive ha
    obtain ⟨hR, lR⟩ := rational_primitive ha
    have hd : ∀ u : ℝ, HasDerivAt (fun x : ℝ => 1 / (2 * a ^ 2) * (x / (a ^ 2 + x ^ 2)) +
        1 / (2 * a ^ 3) * Real.arctan (x / a))
        (1 / ((a ^ 2 + u ^ 2) * (a ^ 2 + u ^ 2))) u := fun u => by
      have hS : a ^ 2 + u ^ 2 ≠ 0 := by positivity
      refine (((hR u).const_mul (1 / (2 * a ^ 2))).fun_add
        ((hA u).const_mul (1 / (2 * a ^ 3)))).congr_deriv ?_
      field_simp
      ring
    have hp : ∀ u : ℝ, 0 ≤ 1 / ((a ^ 2 + u ^ 2) * (a ^ 2 + u ^ 2)) := fun u => by positivity
    obtain ⟨hi, hv⟩ := integral_of_primitive hd hp ((lR.const_mul _).add (lA.const_mul _))
    refine ⟨hi, hv.trans ?_⟩
    simp only [zero_div, Real.arctan_zero, mul_zero, sub_zero, zero_add, add_zero]
    rw [show a + a = 2 * a by ring]
    field_simp
  · -- distinct frequencies: partial fractions
    have hD : b ^ 2 - a ^ 2 ≠ 0 := fun h =>
      hne ((sq_eq_sq₀ ha.le hb.le).mp (sub_eq_zero.mp h).symm)
    have e : (fun u : ℝ => 1 / ((a ^ 2 + u ^ 2) * (b ^ 2 + u ^ 2))) =
        fun u => (1 / (a ^ 2 + u ^ 2) - 1 / (b ^ 2 + u ^ 2)) / (b ^ 2 - a ^ 2) := by
      funext u
      have hA : a ^ 2 + u ^ 2 ≠ 0 := by positivity
      have hB : b ^ 2 + u ^ 2 ≠ 0 := by positivity
      rw [eq_div_iff hD]
      field_simp
      ring
    obtain ⟨i1, v1⟩ := one_pole ha
    obtain ⟨i2, v2⟩ := one_pole hb
    rw [e]
    refine ⟨(i1.sub i2).div_const _, ?_⟩
    rw [integral_div, integral_sub i1 i2, v1, v2, div_eq_iff hD]
    have hab : a + b ≠ 0 := by positivity
    field_simp
    ring
```

## (g) Three poles

Show that for all $a,b,c>0$

$$\int_0^\infty\frac{du}{(a^2+u^2)(b^2+u^2)(c^2+u^2)}=\frac{\pi(a+b+c)}{2abc(a+b)(b+c)(c+a)}.$$

**Case $a\ne c$.** The integrand equals

$$\frac{1}{c^2-a^2}\left(\frac{1}{(a^2+u^2)(b^2+u^2)}-\frac{1}{(b^2+u^2)(c^2+u^2)}\right),$$

so by (f) the integral is

$$\frac{\pi}{2b(c^2-a^2)}\left(\frac{1}{a(a+b)}-\frac1{c(b+c)}\right).$$

Over the common denominator, the numerator of the bracket is

$$c(b+c)-a(a+b)=(c-a)(a+b+c).$$

Cancelling $c-a$ leaves the stated result. This case is the inner statement `H`.

**Case $a=c\ne b$.** The integrand is symmetric, so exchanging the last two factors makes the outer frequencies different, and `H` applies.

**Case $a=b=c$.** Write $S=a^2+u^2$ and take the primitive

$$\frac{u}{4a^2S^2}+\frac{3u}{8a^4S}+\frac{3}{8a^5}\arctan\frac ua.$$

Since $(u/S^2)'=(4a^2-3S)/S^3$ and $(u/S)'=(2a^2-S)/S^2$, the derivatives of the three terms are

$$\frac1{S^3}-\frac{3}{4a^2S^2},\qquad \frac{3}{4a^2S^2}-\frac{3}{8a^4S},\qquad \frac{3}{8a^4S},$$

with sum $1/S^3$. The first term tends to zero because $u/S^2\le u/(a^2S)$ for $u>0$. The limit is therefore $3\pi/(16a^5)$, in agreement with the formula.

As a numerical instance, take $a,b,c=1,2,3$. The two-pole integrals are $\pi/12$ and $\pi/60$. Their difference, $\pi/15$, divided by $c^2-a^2=8$ gives $\pi/120$. The closed form gives $6\pi/(12\cdot3\cdot5\cdot4)=\pi/120$ too.

```lean
/-- The three-pole Casimir-Polder integral converges and has the stated closed form for all
positive frequencies, whether or not some of them coincide. -/
theorem three_pole {a b c : ℝ} (ha : 0 < a) (hb : 0 < b) (hc : 0 < c) :
    IntegrableOn (fun u : ℝ => 1 / ((a ^ 2 + u ^ 2) * (b ^ 2 + u ^ 2) * (c ^ 2 + u ^ 2)))
      (Ioi 0) ∧
    ∫ u in Ioi (0 : ℝ), 1 / ((a ^ 2 + u ^ 2) * (b ^ 2 + u ^ 2) * (c ^ 2 + u ^ 2)) =
      π * (a + b + c) / (2 * a * b * c * ((a + b) * (b + c) * (c + a))) := by
  -- two different outer frequencies: reduce to two-pole integrals
  have H : ∀ a b c : ℝ, 0 < a → 0 < b → 0 < c → a ≠ c →
      IntegrableOn (fun u : ℝ => 1 / ((a ^ 2 + u ^ 2) * (b ^ 2 + u ^ 2) * (c ^ 2 + u ^ 2)))
        (Ioi 0) ∧
      ∫ u in Ioi (0 : ℝ), 1 / ((a ^ 2 + u ^ 2) * (b ^ 2 + u ^ 2) * (c ^ 2 + u ^ 2)) =
        π * (a + b + c) / (2 * a * b * c * ((a + b) * (b + c) * (c + a))) := by
    intro a b c ha hb hc hne
    have hD : c ^ 2 - a ^ 2 ≠ 0 := fun h =>
      hne ((sq_eq_sq₀ ha.le hc.le).mp (sub_eq_zero.mp h).symm)
    have e : (fun u : ℝ => 1 / ((a ^ 2 + u ^ 2) * (b ^ 2 + u ^ 2) * (c ^ 2 + u ^ 2))) =
        fun u => (1 / ((a ^ 2 + u ^ 2) * (b ^ 2 + u ^ 2)) -
          1 / ((b ^ 2 + u ^ 2) * (c ^ 2 + u ^ 2))) / (c ^ 2 - a ^ 2) := by
      funext u
      have hA : a ^ 2 + u ^ 2 ≠ 0 := by positivity
      have hB : b ^ 2 + u ^ 2 ≠ 0 := by positivity
      have hC : c ^ 2 + u ^ 2 ≠ 0 := by positivity
      rw [eq_div_iff hD]
      field_simp
      ring
    obtain ⟨i1, v1⟩ := two_pole ha hb
    obtain ⟨i2, v2⟩ := two_pole hb hc
    rw [e]
    refine ⟨(i1.sub i2).div_const _, ?_⟩
    rw [integral_div, integral_sub i1 i2, v1, v2, div_eq_iff hD]
    have hab : a + b ≠ 0 := by positivity
    have hbc : b + c ≠ 0 := by positivity
    have hca : c + a ≠ 0 := by positivity
    field_simp
    ring
  rcases eq_or_ne a c with rfl | hac
  · rcases eq_or_ne a b with rfl | hab
    · -- all frequencies equal: explicit primitive
      obtain ⟨hA, lA⟩ := arctan_primitive ha
      obtain ⟨hR, lR⟩ := rational_primitive ha
      have lQ : Tendsto (fun x : ℝ => x / (a ^ 2 + x ^ 2) ^ 2) atTop (𝓝 0) := by
        have l0 := lR.const_mul (1 / a ^ 2)
        rw [mul_zero] at l0
        refine squeeze_zero' ?_ ?_ l0
        · filter_upwards [eventually_gt_atTop (0 : ℝ)] with u hu
          positivity
        · filter_upwards [eventually_gt_atTop (0 : ℝ)] with u hu
          have h1 : 1 / (a ^ 2 + u ^ 2) ≤ 1 / a ^ 2 :=
            one_div_le_one_div_of_le (by positivity) (by nlinarith [sq_nonneg u])
          have h2 : u / (a ^ 2 + u ^ 2) ^ 2 =
              1 / (a ^ 2 + u ^ 2) * (u / (a ^ 2 + u ^ 2)) := by
            rw [div_mul_div_comm, one_mul, sq (a ^ 2 + u ^ 2)]
          rw [h2]
          exact mul_le_mul_of_nonneg_right h1 (by positivity)
      have hd : ∀ u : ℝ, HasDerivAt (fun x : ℝ => 1 / (4 * a ^ 2) * (x / (a ^ 2 + x ^ 2) ^ 2) +
          3 / (8 * a ^ 4) * (x / (a ^ 2 + x ^ 2)) + 3 / (8 * a ^ 5) * Real.arctan (x / a))
          (1 / ((a ^ 2 + u ^ 2) * (a ^ 2 + u ^ 2) * (a ^ 2 + u ^ 2))) u := fun u => by
        have hS : a ^ 2 + u ^ 2 ≠ 0 := by positivity
        have h1 : HasDerivAt (fun x : ℝ => (a ^ 2 + x ^ 2) ^ 2)
            (4 * u * (a ^ 2 + u ^ 2)) u :=
          (((hasDerivAt_pow 2 u).const_add (a ^ 2)).fun_pow 2).congr_deriv
            (by norm_num; ring)
        have h2 := (hasDerivAt_id' u).fun_div h1 (pow_ne_zero 2 hS)
        refine (((h2.const_mul (1 / (4 * a ^ 2))).fun_add
          ((hR u).const_mul (3 / (8 * a ^ 4)))).fun_add
          ((hA u).const_mul (3 / (8 * a ^ 5)))).congr_deriv ?_
        field_simp
        ring
      have hp : ∀ u : ℝ, 0 ≤ 1 / ((a ^ 2 + u ^ 2) * (a ^ 2 + u ^ 2) * (a ^ 2 + u ^ 2)) :=
        fun u => by positivity
      obtain ⟨hi, hv⟩ := integral_of_primitive hd hp
        (((lQ.const_mul _).add (lR.const_mul _)).add (lA.const_mul _))
      refine ⟨hi, hv.trans ?_⟩
      simp only [zero_div, Real.arctan_zero, mul_zero, sub_zero, zero_add, add_zero]
      rw [div_mul_div_comm, div_eq_div_iff (by positivity) (by positivity)]
      ring
    · -- only the outer two agree: exchange the last two factors
      have h := H a a b ha ha hb hab
      have e : (fun u : ℝ => 1 / ((a ^ 2 + u ^ 2) * (b ^ 2 + u ^ 2) * (a ^ 2 + u ^ 2))) =
          fun u => 1 / ((a ^ 2 + u ^ 2) * (a ^ 2 + u ^ 2) * (b ^ 2 + u ^ 2)) := by
        funext u
        rw [mul_right_comm]
      rw [e]
      exact ⟨h.1, h.2.trans (by congr 1 <;> ring)⟩
  · exact H a b c ha hb hc hac
```

## (h) London's formula for two atoms

Find $C_6$ for atoms with polarisabilities $\alpha,\beta$ and frequencies $a,b$.

Take the constants out of the integral and use (f):

$$C_6=\frac3\pi\,\alpha\beta a^2b^2\,\frac{\pi}{2ab(a+b)}=\frac32\,\alpha\beta\,\frac{ab}{a+b}.$$

The theorem allows any real $\alpha$ and $\beta$; only the frequencies must be positive.

```lean
/-- London formula: the pair coefficient of two single-pole atoms is
`(3/2) α β a b / (a + b)`. -/
theorem C6_london (α β : ℝ) {a b : ℝ} (ha : 0 < a) (hb : 0 < b) :
    C6 (polIm α a) (polIm β b) = 3 / 2 * α * β * (a * b / (a + b)) := by
  have e : (fun u : ℝ => polIm α a u * polIm β b u) = fun u =>
      α * a ^ 2 * (β * b ^ 2) * (1 / ((a ^ 2 + u ^ 2) * (b ^ 2 + u ^ 2))) := by
    funext u
    simp only [polIm]
    rw [div_mul_div_comm, mul_one_div]
  have hab : a + b ≠ 0 := by positivity
  have hpi := Real.pi_ne_zero
  unfold C6
  rw [e, integral_const_mul, (two_pole ha hb).2]
  field_simp
```

## (i) The triple-dipole coefficient

Add a third atom with polarisability $\gamma$ and frequency $c$, and find $C_9$.

The constant factor is now $\alpha\beta\gamma\,a^2b^2c^2$, and (g) gives

$$C_9=\frac32\,\alpha\beta\gamma\,\frac{abc(a+b+c)}{(a+b)(b+c)(c+a)}.$$

```lean
/-- The triple-dipole coefficient of three single-pole atoms, in terms of their static
polarisabilities and excitation frequencies. -/
theorem C9_single_pole (α β γ : ℝ) {a b c : ℝ} (ha : 0 < a) (hb : 0 < b) (hc : 0 < c) :
    C9 (polIm α a) (polIm β b) (polIm γ c) =
      3 / 2 * α * β * γ * (a * b * c * (a + b + c) / ((a + b) * (b + c) * (c + a))) := by
  have e : (fun u : ℝ => polIm α a u * polIm β b u * polIm γ c u) = fun u =>
      α * a ^ 2 * (β * b ^ 2) * (γ * c ^ 2) *
        (1 / ((a ^ 2 + u ^ 2) * (b ^ 2 + u ^ 2) * (c ^ 2 + u ^ 2))) := by
    funext u
    simp only [polIm]
    rw [div_mul_div_comm, div_mul_div_comm, mul_one_div]
  have hab : a + b ≠ 0 := by positivity
  have hbc : b + c ≠ 0 := by positivity
  have hca : c + a ≠ 0 := by positivity
  have hpi := Real.pi_ne_zero
  unfold C9
  rw [e, integral_const_mul, (three_pole ha hb hc).2]
  field_simp
```

## (j) Identical atoms

Specialise to atoms with the same $\alpha$ and $w$, and relate $C_9$ to $C_6$.

The frequency factors in (h) and (i) become $w^2/(2w)=w/2$ and $3w^4/(8w^3)=3w/8$. Hence

$$C_6=\tfrac34\alpha^2w,\qquad C_9=\tfrac9{16}\alpha^3w=\tfrac34\,\alpha\,C_6.$$

With $\alpha=4$ and $w=\tfrac12$, for example, $C_6=6$ and $C_9=18=\tfrac34\cdot4\cdot6$.

```lean
/-- For identical single-pole atoms `C6 = (3/4) α² w`, `C9 = (9/16) α³ w`, and
`C9 = (3/4) α C6`. -/
theorem identical_atoms (α : ℝ) {w : ℝ} (hw : 0 < w) :
    C6 (polIm α w) (polIm α w) = 3 / 4 * α ^ 2 * w ∧
    C9 (polIm α w) (polIm α w) (polIm α w) = 9 / 16 * α ^ 3 * w ∧
    C9 (polIm α w) (polIm α w) (polIm α w) =
      3 / 4 * α * C6 (polIm α w) (polIm α w) := by
  have h6 : C6 (polIm α w) (polIm α w) = 3 / 4 * α ^ 2 * w := by
    have e : w * w / (w + w) = w / 2 := by
      rw [div_eq_div_iff (by positivity) (by positivity)]
      ring
    rw [C6_london α α hw hw, e]
    ring
  have h9 : C9 (polIm α w) (polIm α w) (polIm α w) = 9 / 16 * α ^ 3 * w := by
    have e : w * w * w * (w + w + w) / ((w + w) * (w + w) * (w + w)) = 3 * w / 8 := by
      rw [div_eq_div_iff (by positivity) (by positivity)]
      ring
    rw [C9_single_pole α α α hw hw hw, e]
    ring
  refine ⟨h6, h9, ?_⟩
  rw [h9, h6]
  ring

end

end CasimirPolder
```

```lean
#print axioms CasimirPolder.polarizability_imaginary
#print axioms CasimirPolder.C9_single_pole
#print axioms CasimirPolder.identical_atoms
```

```
'CasimirPolder.polarizability_imaginary' depends on axioms: [propext, Classical.choice, Quot.sound]
'CasimirPolder.C9_single_pole' depends on axioms: [propext, Classical.choice, Quot.sound]
'CasimirPolder.identical_atoms' depends on axioms: [propext, Classical.choice, Quot.sound]
```

## From the closed form to a frequency grid

In an electronic-structure calculation, $\alpha(iu)$ can be computed at a set of imaginary frequencies and the integrals replaced by weighted sums. The substitution $u=u_0(1+t)/(1-t)$, with a chosen scale $u_0>0$, carries Gauss-Legendre points from $(-1,1)$ to $(0,\infty)$; the weights acquire the factor $2u_0/(1-t)^2$. Feeding single-pole responses into such a routine and comparing with (h) and (i) tests the grid and the prefactor, though not the accuracy of the one-frequency model for a real atom. Within that model, the last relation in (j) also gives the three-body coefficient of identical atoms from $\alpha$ and $C_6$ without a further integral.
